# The majority polynomial of three commuting projectors is a projector

An occupation projector must be represented by some algebraic object, and here it is an element $P$ of an arbitrary ring $A$ with $P^2=P$ (`IsIdempotentElem P`). For any fixed size, the square matrices over the real or complex numbers form such a ring. Compatibility, meaning for matrices that two projectors admit a common basis of occupation eigenstates, becomes $PQ=QP$ (`Commute P Q`). Hermiticity is a separate hypothesis, $P^\dagger=P$ (`IsSelfAdjoint P`), with the adjoint supplied by `StarRing A`. Since $A$ need not be commutative, the definition also fixes the order of factors.

## The identity

For $P,Q,R\in A$ define `majority P Q R` as
$$M(P,Q,R)=PQ+QR+RP-2PQR .$$
If $P,Q,R$ are idempotent and commute pairwise, then $M^2=M$ (`majority_idempotent`); if they are also self-adjoint, so is $M$ (`majority_projector`). For any $X\in A$, $M(X,X,X)=3X^2-2X^3$, the McWeeny polynomial (`majority_diag`), so $M$ is a polarized form of it with three independent arguments.

## Relation to McWeeny purification

For non-interacting electrons with every spin-orbital occupation equal to 0 or 1, in an orthonormal basis, the one-particle density matrix $D$ is a self-adjoint idempotent, and McWeeny purification iterates $X\mapsto 3X^2-2X^3$ from a self-adjoint, nearly idempotent start to approach such a matrix. For errors $X,Y,Z$ that commute with an idempotent $D$, with $ZX=XZ$, `majority_error` gives
$$M(D+X,D+Y,D+Z)=D+(1-2D)(XY+YZ+ZX)-2XYZ .$$
Commutation with $D$ means that the errors do not couple occupied and empty subspaces. Setting $X=Y=Z$ yields the quadratic error of one purification step for such an error. As a purely arithmetic check (a value above $1$ is not an admissible occupation), with the numbers $D=1$ and inputs $0.9,\ 0.8,\ 1.1$, the definition gives $0.72+0.88+0.99-2(0.792)=1.006$. The error formula, with $X,Y,Z=-0.1,-0.2,0.1$, gives $1-(0.02-0.02-0.01)-2(0.002)=1.006$.

## Splitting into agreement and disagreement

Put $E=PQ$ and $F=P+Q-2PQ$ (`disagree P Q`). Using $RP=PR$,
$$M=PQ+(P+Q-2PQ)R=E+FR ,$$
which is `majority_split`: where $P$ and $Q$ agree they decide, and where they differ $R$ decides. For commuting idempotents $P,Q$ and $S=P+Q$,
$$E^2=P^2Q^2=E,\qquad SE=ES=2E,\qquad S^2=S+2E,$$
$$EF=FE=2E-2E=0,\qquad F^2=S^2-8E+4E=S-2E=F .$$
`agree_disagree` proves the four facts about $E$ and $F$ by expanding, reducing every word to $P$, $Q$ or $PQ$ with the rules `hP1`, `hQ1`, `h1`, `h2`, `h3`, and collecting terms with `abel`. Since $R$ commutes with $P$ and $Q$, it commutes with $E$ and $F$ (`hRE`, `hRF`), and
$$(E+FR)^2=E^2+EFR+FER+F^2R^2=E+FR ,$$
which is the `calc` block of `key`. For self-adjoint inputs that commute pairwise, $M^\dagger=QP+RQ+PR-2RQP=M$, the step `h` restoring the order of the triple product.

The split is wrong when $RP\ne PR$. Take for $P,Q$ the projectors onto orbitals 0 and 1 (`projUp`, `projDown`) and for $R$ the projector onto $(1,1)/\sqrt2$ (`projSym`). Then $E=0$, $F=1$, and $E+FR=R$ is idempotent, whereas
$$M=QR+RP=\begin{pmatrix}1/2&0\\1&1/2\end{pmatrix},$$
whose square has $(0,0)$ entry $1/4$. `majority_noncommuting` certifies that this $M$ is not idempotent.

## Vote, holes and errors

States $v$ lie in an $A$-module, with action `P • v`. If $Pv=av$, $Qv=bv$, $Rv=cv$ with $a,b,c\in\{0,1\}$ (Booleans in Lean), then $Mv=(ab+bc+ca-2abc)\,v$. The coefficient is $0$ for at most one vote, $1$ for two, and $3-2=1$ for three. `majority_vote` checks the eight cases and assumes neither commutation nor idempotency.

Replacing each argument by its complement, the linear terms cancel and
$$M(1-P,1-Q,1-R)=1-PQ-QR+RP-2PR+2PQR ,$$
which equals $1-M$ once $RP=PR$ (`majority_complement`): voting on holes agrees with voting on particles.

For the error formula, move $D$ to the left and use $D^2=D$. Order zero is $3D-2D=D$. At first order the pair products give $2D(X+Y+Z)$ and the triple product removes it. Second order is $XY+YZ+ZX-2D(XY+YZ+XZ)$, where $ZX=XZ$ allows the factor $1-2D$, and third order is $-2XYZ$. In Lean, `simp only` performs the reordering and `abel` the cancellation.

```lean
import Mathlib

open Matrix

namespace PolarizedMcWeeny

section General

variable {A : Type*} [Ring A]

/-- The McWeeny purification polynomial `3X² - 2X³`. -/
def mcWeeny (X : A) : A := 3 * X ^ 2 - 2 * X ^ 3

/-- The majority-vote operator `PQ + QR + RP - 2PQR` of three occupation operators. -/
def majority (P Q R : A) : A := P * Q + Q * R + R * P - 2 * (P * Q * R)

/-- The disagreement (exclusive-or) operator `P + Q - 2PQ` of two occupation operators. -/
def disagree (P Q : A) : A := P + Q - 2 * (P * Q)

/-- With three equal arguments the majority operator is the McWeeny polynomial. -/
theorem majority_diag (X : A) : majority X X X = mcWeeny X := by
  unfold majority mcWeeny
  noncomm_ring

/-- If `R` commutes with `P`, the majority operator is `PQ` plus the disagreement operator
of `P` and `Q` times `R`. -/
theorem majority_split {P Q R : A} (hRP : Commute R P) :
    majority P Q R = P * Q + disagree P Q * R := by
  unfold majority disagree
  rw [hRP.eq]
  noncomm_ring

/-- For commuting idempotents `P`, `Q`, the product `PQ` and the disagreement operator are
idempotents that annihilate each other. -/
theorem agree_disagree {P Q : A} (hP : IsIdempotentElem P) (hQ : IsIdempotentElem Q)
    (hPQ : Commute P Q) :
    IsIdempotentElem (P * Q) ∧ IsIdempotentElem (disagree P Q) ∧
      P * Q * disagree P Q = 0 ∧ disagree P Q * (P * Q) = 0 := by
  -- rewriting rules that bring every word in P, Q to one of P, Q, PQ
  have hP1 : P * P = P := hP.eq
  have hQ1 : Q * Q = Q := hQ.eq
  have h1 : Q * P = P * Q := hPQ.eq.symm
  have h2 : ∀ x, P * (P * x) = P * x := fun x => by rw [← mul_assoc, hP1]
  have h3 : ∀ x, Q * (P * x) = P * (Q * x) := fun x => by rw [← mul_assoc, h1, mul_assoc]
  refine ⟨?_, ?_, ?_, ?_⟩ <;>
    simp only [IsIdempotentElem, disagree, two_mul, mul_add, add_mul, mul_sub, sub_mul,
      mul_assoc, hP1, hQ1, h1, h2, h3] <;>
    abel

/-- The majority operator of three pairwise commuting idempotents is idempotent. -/
theorem majority_idempotent {P Q R : A} (hP : IsIdempotentElem P) (hQ : IsIdempotentElem Q)
    (hR : IsIdempotentElem R) (hPQ : Commute P Q) (hQR : Commute Q R) (hRP : Commute R P) :
    IsIdempotentElem (majority P Q R) := by
  obtain ⟨hE, hF, hEF, hFE⟩ := agree_disagree hP hQ hPQ
  have hRE : Commute R (P * Q) := hRP.mul_right hQR.symm
  have hRF : Commute R (disagree P Q) := by
    unfold disagree
    rw [two_mul]
    exact (hRP.add_right hQR.symm).sub_right (hRE.add_right hRE)
  -- E + F R squares to itself: the cross terms vanish because E F = F E = 0
  have key : ∀ E F : A, E * E = E → F * F = F → E * F = 0 → F * E = 0 →
      R * E = E * R → R * F = F * R → (E + F * R) * (E + F * R) = E + F * R := by
    intro E F hE hF hEF hFE hRE hRF
    calc (E + F * R) * (E + F * R)
        = E * E + E * F * R + F * (R * E) + F * (R * F) * R := by noncomm_ring
      _ = E * E + E * F * R + F * E * R + F * F * (R * R) := by
          rw [hRE, hRF]
          simp only [mul_assoc]
      _ = E + F * R := by
          rw [hE, hEF, hFE, hF, hR.eq]
          simp
  rw [majority_split hRP]
  exact key _ _ hE.eq hF.eq hEF hFE hRE.eq hRF.eq

/-- The majority operator of three pairwise commuting self-adjoint idempotents is a
self-adjoint idempotent. -/
theorem majority_projector [StarRing A] {P Q R : A} (hP : IsIdempotentElem P)
    (hQ : IsIdempotentElem Q) (hR : IsIdempotentElem R) (sP : IsSelfAdjoint P)
    (sQ : IsSelfAdjoint Q) (sR : IsSelfAdjoint R) (hPQ : Commute P Q) (hQR : Commute Q R)
    (hRP : Commute R P) :
    IsSelfAdjoint (majority P Q R) ∧ IsIdempotentElem (majority P Q R) := by
  refine ⟨?_, majority_idempotent hP hQ hR hPQ hQR hRP⟩
  have h : R * (Q * P) = P * Q * R := by
    rw [← hPQ.eq]
    exact (hRP.mul_right hQR.symm).eq
  show star (majority P Q R) = majority P Q R
  simp only [majority, two_mul, star_add, star_sub, star_mul, sP.star_eq, sQ.star_eq,
    sR.star_eq]
  rw [h, hPQ.eq, hQR.eq, hRP.eq]

/-- If each of `P`, `Q`, `R` either fixes (`true`) or annihilates (`false`) the state `v`,
the majority operator fixes `v` when at least two votes are `true` and annihilates it
otherwise. -/
theorem majority_vote {M : Type*} [AddCommGroup M] [Module A M] {P Q R : A} (v : M)
    (a b c : Bool) (hP : P • v = if a then v else 0) (hQ : Q • v = if b then v else 0)
    (hR : R • v = if c then v else 0) :
    majority P Q R • v = if 2 ≤ a.toNat + b.toNat + c.toNat then v else 0 := by
  cases a <;> cases b <;> cases c <;> simp at hP hQ hR <;>
    simp [majority, two_mul, add_smul, sub_smul, mul_smul, hP, hQ, hR]

/-- If `R` commutes with `P`, the majority operator of the complements is the complement of the
majority operator. -/
theorem majority_complement {P Q R : A} (hRP : Commute R P) :
    majority (1 - P) (1 - Q) (1 - R) = 1 - majority P Q R := by
  simp only [majority, two_mul]
  simp only [mul_sub, sub_mul, mul_one, one_mul, mul_assoc, hRP.eq]
  abel

/-- For an idempotent `D` and errors `X`, `Y`, `Z` commuting with `D`, with `Z` and `X`
commuting, the majority operator of `D + X`, `D + Y`, `D + Z` equals
`D + (1 - 2D)(XY + YZ + ZX) - 2XYZ`, which has no term linear in the errors. -/
theorem majority_error {D X Y Z : A} (hD : IsIdempotentElem D) (hX : Commute D X)
    (hY : Commute D Y) (hZ : Commute D Z) (hZX : Commute Z X) :
    majority (D + X) (D + Y) (D + Z)
      = D + (1 - 2 * D) * (X * Y + Y * Z + Z * X) - 2 * (X * Y * Z) := by
  -- move every D to the left and use D² = D
  have hD1 : D * D = D := hD.eq
  have hD2 : ∀ x, D * (D * x) = D * x := fun x => by rw [← mul_assoc, hD1]
  have hl : ∀ x, X * (D * x) = D * (X * x) := fun x => by
    rw [← mul_assoc, ← hX.eq, mul_assoc]
  simp only [majority, two_mul]
  simp only [mul_add, add_mul, sub_mul, one_mul, mul_assoc, hD1, hD2,
    hX.symm.eq, hY.symm.eq, hZ.symm.eq, hl, hZX.eq]
  abel

end General

/-- Projector onto the first of two orbitals. -/
def projUp : Matrix (Fin 2) (Fin 2) ℚ := !![1, 0; 0, 0]

/-- Projector onto the second of two orbitals. -/
def projDown : Matrix (Fin 2) (Fin 2) ℚ := !![0, 0; 0, 1]

/-- Projector onto the symmetric combination of two orbitals. -/
def projSym : Matrix (Fin 2) (Fin 2) ℚ := !![1 / 2, 1 / 2; 1 / 2, 1 / 2]

/-- Three self-adjoint idempotents, the first two commuting, whose majority operator is not
idempotent. -/
theorem majority_noncommuting :
    IsIdempotentElem projUp ∧ IsIdempotentElem projDown ∧ IsIdempotentElem projSym ∧
      IsSelfAdjoint projUp ∧ IsSelfAdjoint projDown ∧ IsSelfAdjoint projSym ∧
      Commute projUp projDown ∧ ¬ IsIdempotentElem (majority projUp projDown projSym) := by
  have hm : majority projUp projDown projSym = !![1 / 2, 0; 1, 1 / 2] := by
    unfold majority
    rw [two_mul]
    ext i j
    fin_cases i <;> fin_cases j <;>
      simp [projUp, projDown, projSym] <;> norm_num
  rw [hm]
  unfold IsIdempotentElem IsSelfAdjoint Commute SemiconjBy
  refine ⟨?_, ?_, ?_, ?_, ?_, ?_, ?_, fun h => ?_⟩
  rotate_right
  · -- the (0,0) entry would give 1/4 = 1/2
    have h0 := congrFun (congrFun h 0) 0
    norm_num [Matrix.mul_apply, Fin.sum_univ_two] at h0
  all_goals
    ext i j
    fin_cases i <;> fin_cases j <;>
      simp [projUp, projDown, projSym, Matrix.mul_apply, Fin.sum_univ_two,
        Matrix.star_apply] <;> norm_num

/-- Diagonal occupation matrix of four orbitals with occupations `a`, `b`, `c`, `d`. -/
def occ (a b c d : ℤ) : Matrix (Fin 4) (Fin 4) ℤ :=
  !![a, 0, 0, 0; 0, b, 0, 0; 0, 0, c, 0; 0, 0, 0, d]

set_option maxRecDepth 8000 in
/-- The occupations `0100`, `1000`, `1110` give pairwise commuting self-adjoint idempotents
with majority operator `D` of occupation `1100`; `D` is idempotent and commutes with the
three deviations from it, the third of which commutes with the first. -/
theorem majority_witness :
    IsIdempotentElem (occ 0 1 0 0) ∧ IsIdempotentElem (occ 1 0 0 0) ∧
      IsIdempotentElem (occ 1 1 1 0) ∧ IsSelfAdjoint (occ 0 1 0 0) ∧
      IsSelfAdjoint (occ 1 0 0 0) ∧ IsSelfAdjoint (occ 1 1 1 0) ∧
      Commute (occ 0 1 0 0) (occ 1 0 0 0) ∧ Commute (occ 1 0 0 0) (occ 1 1 1 0) ∧
      Commute (occ 1 1 1 0) (occ 0 1 0 0) ∧
      majority (occ 0 1 0 0) (occ 1 0 0 0) (occ 1 1 1 0) = occ 1 1 0 0 ∧
      IsIdempotentElem (occ 1 1 0 0) ∧ Commute (occ 1 1 0 0) (occ (-1) 0 0 0) ∧
      Commute (occ 1 1 0 0) (occ 0 (-1) 0 0) ∧ Commute (occ 1 1 0 0) (occ 0 0 1 0) ∧
      Commute (occ 0 0 1 0) (occ (-1) 0 0 0) := by
  unfold IsIdempotentElem IsSelfAdjoint Commute SemiconjBy majority
  rw [two_mul]
  refine ⟨?_, ?_, ?_, ?_, ?_, ?_, ?_, ?_, ?_, ?_, ?_, ?_, ?_, ?_, ?_⟩
  all_goals
    first
      | decide
      | (ext i j
         fin_cases i <;> fin_cases j <;>
           simp [occ, Matrix.mul_apply, Fin.sum_univ_four, Matrix.star_apply])

end PolarizedMcWeeny
```

```lean
#print axioms PolarizedMcWeeny.majority_projector
#print axioms PolarizedMcWeeny.majority_complement
#print axioms PolarizedMcWeeny.majority_error
#print axioms PolarizedMcWeeny.majority_noncommuting
```

```
'PolarizedMcWeeny.majority_projector' depends on axioms: [propext, Classical.choice, Quot.sound]
'PolarizedMcWeeny.majority_complement' depends on axioms: [propext]
'PolarizedMcWeeny.majority_error' depends on axioms: [propext]
'PolarizedMcWeeny.majority_noncommuting' depends on axioms: [propext, Classical.choice, Quot.sound]
```

## Exact algebra, without norms or traces

The general theorems are identities in a ring and hold for every matrix size in exact arithmetic. Floating-point and thresholded sparse products do not obey the ring laws, and all commutation relations are assumed, not derived from a Hamiltonian. The statements contain no norm, so they bound no error and give no convergence of the iteration, and they say nothing on sparsity or cost.

The trace, which counts electrons, does not appear either. In `majority_witness` the diagonal occupations $0100$, $1000$, $1110$ of orbitals 0 to 3 are commuting self-adjoint idempotents with majority $1100$, so inputs with one, one and three electrons return two. The same theorem verifies that $D=\mathrm{diag}(1,1,0,0)$ and the three deviations from it satisfy the assumptions of `majority_error`.

In the two-orbital example $R$ commutes with neither $P$ nor $Q$, so it shows that $PQ=QP$ alone is insufficient, not that each commutation hypothesis is separately necessary. A direct expansion, which is not among the theorems, shows that a general error $X$ leaves the linear term $DX(1-D)+(1-D)XD$ after a McWeeny step, so the occupied-empty blocks survive at first order.
